# The Kinetic Energy Has No Cross Terms in Radau Velocities

## Velocities, masses and the base velocity

A central particle has mass m0 ≥ 0 and velocity v0. Around it move finitely many satellites, at least one, with masses m_i > 0 and velocities v_i. All velocities are vectors in a real inner-product space E, which for a molecule is ordinary three-dimensional space. Write

μ = Σ m_i,  M = m0 + μ,  q = m0/M

for the satellites' total mass, the total mass and the central mass fraction. The satellites' mean velocity D and the centre-of-mass velocity V are

D = (1/μ) Σ m_i v_i,  V = (1/M)(m0 v0 + Σ m_i v_i).

Let w = v0 − D be the velocity of the central particle relative to that mean. For a real number s, define the base velocity

B_s = D + s w.

The Radau choice is s = r with r = √(m0/M), and B without a subscript means B_r. The Radau velocities are u_i = v_i − B. Twice the kinetic energy is

2T = m0‖v0‖² + Σ m_i‖v_i‖².

The claim is that

2T = M‖V‖² + Σ m_i‖u_i‖².

Each satellite keeps its own mass, and no products of different velocities appear. The same linear relations applied to positions define the Radau vectors. For finitely many non-relativistic point particles with m0 > 0, the quantum kinetic-energy operator has no mixed derivatives when it is written in the space-fixed Cartesian components of these vectors and of the centre of mass. This simplifies vibrational calculations; the potential energy is not simplified by it.

## Separation by hand

First locate V. Since Σ m_i v_i = μD and v0 = D + w,

MV = m0(D + w) + μD = MD + m0 w,

and therefore V = D + q w.

Next, expand the satellites' sum about an arbitrary velocity C:

Σ m_i‖v_i − C‖² = Σ m_i‖v_i‖² − 2μ⟨D, C⟩ + μ‖C‖².

Because ‖D − C‖² = ‖D‖² − 2⟨D, C⟩ + ‖C‖², this is

Σ m_i‖v_i − C‖² = Σ m_i‖v_i‖² − μ‖D‖² + μ‖D − C‖².

For C = B_s the offset is D − B_s = −s w, so the last term equals μs²‖w‖².

The other two squared norms are expanded in D and w. With Mq = m0,

M‖V‖² = M‖D‖² + 2m0⟨D, w⟩ + m0 q‖w‖²,

m0‖v0‖² = m0‖D‖² + 2m0⟨D, w⟩ + m0‖w‖².

Subtracting, and using m0(1 − q) = m0 μ/M = μq, gives

M‖V‖² − m0‖v0‖² = μ‖D‖² − μq‖w‖².

Adding the satellites' sum cancels μ‖D‖² and leaves

M‖V‖² + Σ m_i‖v_i − B_s‖² = 2T + μ(s² − q)‖w‖².

At s = r the last term vanishes, which proves the claim. Conversely, if w ≠ 0, then μ‖w‖² > 0 and separation forces s² = q. Both signs of s are allowed; the Radau choice is the non-negative root.

With a single satellite, D = v_1 and u_1 = −r w. The internal part of 2T is then (m0 m_1/M)‖v0 − v_1‖², the familiar reduced-mass expression.

## Geometric mean and inversion by hand

From B − D = r w and V − D = q w,

‖B − D‖² = r²‖w‖² = q‖w‖² = ‖V − D‖ ‖v0 − D‖.

Now let m0 > 0, so that r > 0, and let U = (1/μ) Σ m_i u_i be the mean Radau velocity. Subtracting B from every satellite velocity shifts the mean by the same amount, hence

U = D − B = −r w.

Thus w = −U/r, and V = D + r² w gives D = V + rU. Substitution into v0 = D + w and v_i = u_i + B = u_i + D − U yields

v0 = V − (1/r − r)U,

v_i = V + u_i − (1 − r)U.

In the other direction, take any V and u_i and define v0 and v_i by these formulas. The satellites' mean is V + U − (1 − r)U = V + rU, and v0 minus this mean is −U/r. The centre-of-mass velocity is therefore V + rU + r²(−U/r) = V. The base velocity is V + rU − U, and subtracting it from v_i returns u_i. So V and the u_i can be prescribed independently. At m0 = 0 this fails unless E contains only the zero vector: B = D, so the Radau velocities always satisfy Σ m_i u_i = 0.

## The quantities in Lean

The finite type `ι` labels the satellites, and `E` is the velocity space, with no restriction on its dimension.

```lean
import Mathlib

open Finset

namespace RadauCoordinates

noncomputable section

variable {ι E : Type*} [Fintype ι] [NormedAddCommGroup E] [InnerProductSpace ℝ E]
```

The total mass M includes the central particle.

```lean
/-- Total mass of the central body and its satellites. -/
def totalMass (m0 : ℝ) (m : ι → ℝ) : ℝ := m0 + ∑ i, m i
```

The function `v : ι → E` assigns a velocity to each satellite. Its weighted mean is D, with the central particle left out.

```lean
/-- Mass-weighted mean velocity `D` of the satellites. -/
def meanVel (m : ι → ℝ) (v : ι → E) : E := (∑ i, m i)⁻¹ • ∑ i, m i • v i
```

The central particle enters the centre-of-mass velocity V.

```lean
/-- Centre-of-mass velocity `V` of the whole system. -/
def comVel (m0 : ℝ) (m : ι → ℝ) (v0 : E) (v : ι → E) : E :=
  (totalMass m0 m)⁻¹ • (m0 • v0 + ∑ i, m i • v i)
```

Keeping `s` as an argument lets one definition cover the whole family B_s.

```lean
/-- Base velocity `D + s (v0 - D)` on the line through `D` and the central velocity. -/
def baseVel (s : ℝ) (m : ι → ℝ) (v0 : E) (v : ι → E) : E :=
  meanVel m v + s • (v0 - meanVel m v)
```

The Radau value r of that parameter is the non-negative square root of the central mass fraction.

```lean
/-- The Radau ratio `sqrt (m0 / M)`. -/
def radauRatio (m0 : ℝ) (m : ι → ℝ) : ℝ := Real.sqrt (m0 / totalMass m0 m)
```

The energy is stored as 2T, which avoids factors of one half.

```lean
/-- Twice the kinetic energy of the central body and its satellites. -/
def twiceKinetic (m0 : ℝ) (m : ι → ℝ) (v0 : E) (v : ι → E) : ℝ :=
  m0 * ‖v0‖ ^ 2 + ∑ i, m i * ‖v i‖ ^ 2
```

The change of variables acts on pairs: `p.1` is the central velocity and `p.2` the family of satellite velocities. The output is the pair (V, u).

```lean
/-- From particle velocities to the centre-of-mass velocity and the Radau velocities. -/
def radauMap (m0 : ℝ) (m : ι → ℝ) (p : E × (ι → E)) : E × (ι → E) :=
  (comVel m0 m p.1 p.2, fun i => p.2 i - baseVel (radauRatio m0 m) m p.1 p.2)
```

The proposed inverse reads its input as (V, u), so `meanVel m p.2` is now U.

```lean
/-- From the centre-of-mass velocity and the Radau velocities to particle velocities. -/
def radauInv (m0 : ℝ) (m : ι → ℝ) (p : E × (ι → E)) : E × (ι → E) :=
  (p.1 - ((radauRatio m0 m)⁻¹ - radauRatio m0 m) • meanVel m p.2,
    fun i => p.1 + p.2 i - (1 - radauRatio m0 m) • meanVel m p.2)
```

These definitions concern velocities at one instant. With constant masses, the same linear relations between positions give them by differentiation in time.

## Masses and means

From here on there is at least one satellite. The hypothesis `hm` makes every satellite mass positive, so μ > 0.

```lean
variable [Nonempty ι] {m0 : ℝ} {m : ι → ℝ}

lemma sum_mass_pos (hm : ∀ i, 0 < m i) : 0 < ∑ i, m i :=
  Finset.sum_pos (fun i _ => hm i) Finset.univ_nonempty
```

Adding a non-negative central mass keeps M positive.

```lean
lemma totalMass_pos (h0 : 0 ≤ m0) (hm : ∀ i, 0 < m i) : 0 < totalMass m0 m :=
  add_pos_of_nonneg_of_pos h0 (sum_mass_pos hm)
```

Squaring the Radau ratio gives r² = m0/M, because the quantity under the root is non-negative.

```lean
lemma radauRatio_sq (h0 : 0 ≤ m0) (hm : ∀ i, 0 < m i) :
    radauRatio m0 m ^ 2 = m0 / totalMass m0 m :=
  Real.sq_sqrt (div_nonneg h0 (totalMass_pos h0 hm).le)
```

Multiplying the mean by μ recovers the weighted sum, μD = Σ m_i v_i.

```lean
lemma sum_smul_meanVel (hm : ∀ i, 0 < m i) (v : ι → E) :
    (∑ i, m i) • meanVel m v = ∑ i, m i • v i :=
  smul_inv_smul₀ (sum_mass_pos hm).ne' _
```

Shifting every velocity by the same vector shifts the mean by that vector. This is the step behind U = D − B.

```lean
lemma meanVel_add_const (hm : ∀ i, 0 < m i) (u : ι → E) (c : E) :
    meanVel m (fun i => u i + c) = meanVel m u + c := by
  have e : ∑ i, m i • c = (∑ i, m i) • c := (Finset.sum_smul).symm
  simp only [meanVel, smul_add, Finset.sum_add_distrib]
  rw [e, inv_smul_smul₀ (sum_mass_pos hm).ne']
```

The formula V = D + q w follows by replacing the weighted sum with μD and writing μ = M − m0. The tactic `match_scalars` then compares the coefficients of v0 and D, and `field_simp` and `ring` settle the resulting scalar equations.

```lean
/-- The centre-of-mass velocity divides the segment from `D` to `v0` in the ratio set by
the central mass fraction: `V = D + (m0 / M) (v0 - D)`. -/
theorem comVel_eq (h0 : 0 ≤ m0) (hm : ∀ i, 0 < m i) (v0 : E) (v : ι → E) :
    comVel m0 m v0 v = meanVel m v + (m0 / totalMass m0 m) • (v0 - meanVel m v) := by
  have hM : totalMass m0 m ≠ 0 := (totalMass_pos h0 hm).ne'
  have hs : ∑ i, m i = totalMass m0 m - m0 := by unfold totalMass; ring
  rw [comVel, ← sum_smul_meanVel hm v, hs]
  match_scalars <;> field_simp
  ring
```

## The energy identity for every base velocity

The next theorem is the expansion about an arbitrary velocity, called C above and `B` in the code. Step `h` moves the weighted sum inside the inner product, giving Σ m_i⟨v_i, B⟩ = μ⟨D, B⟩. Step `e` expands the squares term by term, and the final rewriting completes the square.

```lean
/-- The satellites' kinetic sum relative to any velocity `B`, expressed by their kinetic sum
relative to zero velocity, their total mass, their mean velocity `D` and the offset `D - B`. -/
theorem sum_about_velocity (hm : ∀ i, 0 < m i) (v : ι → E) (B : E) :
    ∑ i, m i * ‖v i - B‖ ^ 2 = ∑ i, m i * ‖v i‖ ^ 2
      - (∑ i, m i) * ‖meanVel m v‖ ^ 2 + (∑ i, m i) * ‖meanVel m v - B‖ ^ 2 := by
  have h : ∑ i, m i * inner ℝ (v i) B = (∑ i, m i) * inner ℝ (meanVel m v) B := by
    rw [← real_inner_smul_left, sum_smul_meanVel hm, sum_inner]
    simp only [real_inner_smul_left]
  have e : ∑ i, m i * ‖v i - B‖ ^ 2 = ∑ i, m i * ‖v i‖ ^ 2
      - 2 * ∑ i, m i * inner ℝ (v i) B + (∑ i, m i) * ‖B‖ ^ 2 := by
    rw [Finset.mul_sum, Finset.sum_mul, ← Finset.sum_sub_distrib, ← Finset.sum_add_distrib]
    refine Finset.sum_congr rfl fun i _ => ?_
    rw [norm_sub_sq_real]
    ring
  rw [e, h, norm_sub_sq_real (meanVel m v) B]
  ring
```

The exact formula for general s combines the pieces. The facts `hv0`, `hV` and `hB` are the expansions of ‖v0‖², ‖V‖² and ‖D − B_s‖² in terms of D and w. After substitution, the remaining equation is scalar, and `linear_combination` derives it from Mq = m0 and M = m0 + μ, the same two relations used by hand.

```lean
/-- For any parameter `s` of the base velocity, the separated expression differs from twice
the kinetic energy by `(∑ m_i) (s² - m0 / M) ‖v0 - D‖²`. -/
theorem separation_defect (h0 : 0 ≤ m0) (hm : ∀ i, 0 < m i) (s : ℝ) (v0 : E) (v : ι → E) :
    totalMass m0 m * ‖comVel m0 m v0 v‖ ^ 2 + ∑ i, m i * ‖v i - baseVel s m v0 v‖ ^ 2
      = twiceKinetic m0 m v0 v
        + (∑ i, m i) * (s ^ 2 - m0 / totalMass m0 m) * ‖v0 - meanVel m v‖ ^ 2 := by
  have hq : totalMass m0 m * (m0 / totalMass m0 m) = m0 :=
    mul_div_cancel₀ m0 (totalMass_pos h0 hm).ne'
  have hM : totalMass m0 m = m0 + ∑ i, m i := rfl
  -- expand all three squared norms in terms of D and v0 - D
  have hv0 : ‖v0‖ ^ 2 = ‖meanVel m v‖ ^ 2 + 2 * inner ℝ (meanVel m v) (v0 - meanVel m v)
      + ‖v0 - meanVel m v‖ ^ 2 := by
    rw [← norm_add_sq_real, add_sub_cancel]
  have hV : ‖comVel m0 m v0 v‖ ^ 2 = ‖meanVel m v‖ ^ 2
      + 2 * (m0 / totalMass m0 m * inner ℝ (meanVel m v) (v0 - meanVel m v))
      + (m0 / totalMass m0 m) ^ 2 * ‖v0 - meanVel m v‖ ^ 2 := by
    rw [comVel_eq h0 hm, norm_add_sq_real, real_inner_smul_right, norm_smul, mul_pow,
      Real.norm_eq_abs, sq_abs]
  have hB : ‖meanVel m v - baseVel s m v0 v‖ ^ 2 = s ^ 2 * ‖v0 - meanVel m v‖ ^ 2 := by
    have e : meanVel m v - baseVel s m v0 v = -(s • (v0 - meanVel m v)) := by
      unfold baseVel; module
    rw [e, norm_neg, norm_smul, mul_pow, Real.norm_eq_abs, sq_abs]
  rw [twiceKinetic, sum_about_velocity hm, hB, hV, hv0]
  generalize m0 / totalMass m0 m = q at hq ⊢
  linear_combination (2 * inner ℝ (meanVel m v) (v0 - meanVel m v)
    + ‖v0 - meanVel m v‖ ^ 2 * (q + 1)) * hq
    + (‖meanVel m v‖ ^ 2 - ‖v0 - meanVel m v‖ ^ 2 * q) * hM
```

Setting s = r and inserting r² = m0/M removes the extra term. This is the main theorem.

```lean
/-- Radau separation: twice the kinetic energy is `M ‖V‖² + ∑ m_i ‖v_i - B‖²` with
`B = D + sqrt (m0 / M) (v0 - D)`. -/
theorem radau_kinetic_energy (h0 : 0 ≤ m0) (hm : ∀ i, 0 < m i) (v0 : E) (v : ι → E) :
    twiceKinetic m0 m v0 v = totalMass m0 m * ‖comVel m0 m v0 v‖ ^ 2
      + ∑ i, m i * ‖v i - baseVel (radauRatio m0 m) m v0 v‖ ^ 2 := by
  rw [separation_defect h0 hm, radauRatio_sq h0 hm]
  ring
```

The converse concerns a single set of velocities, with the hypothesis `hne` stating v0 ≠ D. If the energy separates, the product μ(s² − q)‖w‖² is zero; its first and last factors are not, so the middle one must be. Without relative motion, w = 0 and every s would give separation.

```lean
/-- If the central body moves relative to the satellites' mean, the kinetic energy separates
with base velocity `D + s (v0 - D)` exactly when `s² = m0 / M`. -/
theorem separation_iff (h0 : 0 ≤ m0) (hm : ∀ i, 0 < m i) (s : ℝ) (v0 : E) (v : ι → E)
    (hne : v0 ≠ meanVel m v) :
    twiceKinetic m0 m v0 v = totalMass m0 m * ‖comVel m0 m v0 v‖ ^ 2
      + ∑ i, m i * ‖v i - baseVel s m v0 v‖ ^ 2 ↔ s ^ 2 = m0 / totalMass m0 m := by
  rw [separation_defect h0 hm]
  constructor
  · intro h
    have hz : (∑ i, m i) * (s ^ 2 - m0 / totalMass m0 m) * ‖v0 - meanVel m v‖ ^ 2 = 0 := by
      linarith
    have hw : ‖v0 - meanVel m v‖ ^ 2 ≠ 0 :=
      pow_ne_zero 2 (norm_ne_zero_iff.mpr (sub_ne_zero.mpr hne))
    have h1 := (mul_eq_zero.mp hz).resolve_right hw
    exact sub_eq_zero.mp ((mul_eq_zero.mp h1).resolve_left (sum_mass_pos hm).ne')
  · intro h
    rw [h]
    ring
```

## The base point and the inverse transformation

For the geometric-mean relation, both differences from D are written as multiples of w. The non-negativity of q removes the absolute value that arises from the norm of q w.

```lean
/-- The distance from `D` to the Radau base velocity is the geometric mean of the distances
from `D` to `V` and from `D` to `v0`. -/
theorem radau_geometric_mean (h0 : 0 ≤ m0) (hm : ∀ i, 0 < m i) (v0 : E) (v : ι → E) :
    ‖baseVel (radauRatio m0 m) m v0 v - meanVel m v‖ ^ 2
      = ‖comVel m0 m v0 v - meanVel m v‖ * ‖v0 - meanVel m v‖ := by
  have hq : 0 ≤ m0 / totalMass m0 m := div_nonneg h0 (totalMass_pos h0 hm).le
  rw [comVel_eq h0 hm]
  simp only [baseVel, add_sub_cancel_left, norm_smul, mul_pow, Real.norm_eq_abs, sq_abs]
  rw [radauRatio_sq h0 hm, abs_of_nonneg hq]
  ring
```

The last theorem requires `0 < m0`, which makes r nonzero. `LeftInverse` says that passing to (V, u) and back returns the original particle velocities; `RightInverse` says that any prescribed (V, u) is attained and recovered.

In the first half, `hu` is the relation U = −r w. In the second, `hD` computes the satellites' mean as V + rU. Each half then treats the two components of the pair separately, and after substitution both reduce to comparing coefficients of vectors, as in the calculation by hand.

```lean
/-- For a positive central mass, `radauInv` recovers the particle velocities from the
centre-of-mass and Radau velocities, and these can be prescribed freely. -/
theorem radau_invertible (h0 : 0 < m0) (hm : ∀ i, 0 < m i) :
    Function.LeftInverse (radauInv m0 m : E × (ι → E) → E × (ι → E)) (radauMap m0 m) ∧
    Function.RightInverse (radauInv m0 m : E × (ι → E) → E × (ι → E)) (radauMap m0 m) := by
  have hr : radauRatio m0 m ≠ 0 :=
    (Real.sqrt_pos.mpr (div_pos h0 (totalMass_pos h0.le hm))).ne'
  constructor
  · rintro ⟨v0, v⟩
    -- the mean Radau velocity is -r (v0 - D)
    have hu : meanVel m (fun i => v i - baseVel (radauRatio m0 m) m v0 v)
        = -(radauRatio m0 m • (v0 - meanVel m v)) := by
      have h := meanVel_add_const hm v (-baseVel (radauRatio m0 m) m v0 v)
      simp only [← sub_eq_add_neg] at h
      rw [h, baseVel]
      module
    refine Prod.ext ?_ (funext fun i => ?_)
    · simp only [radauMap, radauInv]
      rw [hu, comVel_eq h0.le hm, ← radauRatio_sq h0.le hm]
      match_scalars <;> field_simp <;> ring
    · simp only [radauMap, radauInv]
      rw [hu, comVel_eq h0.le hm, ← radauRatio_sq h0.le hm, baseVel]
      module
  · rintro ⟨V, u⟩
    -- the satellites' mean velocity is V + r times the mean Radau velocity
    have hD : meanVel m (fun i => V + u i - (1 - radauRatio m0 m) • meanVel m u)
        = V + radauRatio m0 m • meanVel m u := by
      have e : (fun i => V + u i - (1 - radauRatio m0 m) • meanVel m u)
          = fun i => u i + (V - (1 - radauRatio m0 m) • meanVel m u) := by
        funext i
        module
      rw [e, meanVel_add_const hm]
      module
    refine Prod.ext ?_ (funext fun i => ?_)
    · simp only [radauMap, radauInv]
      rw [comVel_eq h0.le hm, hD, ← radauRatio_sq h0.le hm]
      match_scalars <;> field_simp <;> ring
    · simp only [radauMap, radauInv, baseVel]
      rw [hD]
      match_scalars <;> field_simp <;> ring

end

end RadauCoordinates
```

```lean
#print axioms RadauCoordinates.radau_kinetic_energy
#print axioms RadauCoordinates.separation_iff
#print axioms RadauCoordinates.radau_geometric_mean
#print axioms RadauCoordinates.radau_invertible
```

```
'RadauCoordinates.radau_kinetic_energy' depends on axioms: [propext, Classical.choice, Quot.sound]
'RadauCoordinates.separation_iff' depends on axioms: [propext, Classical.choice, Quot.sound]
'RadauCoordinates.radau_geometric_mean' depends on axioms: [propext, Classical.choice, Quot.sound]
'RadauCoordinates.radau_invertible' depends on axioms: [propext, Classical.choice, Quot.sound]
```
